# A hyperfine tensor with zero coupling |Au| along an axis where its symmetric part alone gives 1

The declaration concerns one real 3×3 hyperfine tensor A, whose only non-zero entry is a 2 in the first row and second column. The coupling along a unit vector u is defined as the Euclidean length of Au, with no units attached. Along the first coordinate axis the full tensor gives coupling 0, while its symmetric part (A + Aᵀ)/2 gives 1. The proof splits the two claims and tries to settle each by unfolding the definitions, writing out the three-term sums and doing the arithmetic with `norm_num`.

This version doesn't compile in Lean 4 with Mathlib:

```lean
import Mathlib

open Matrix

namespace OverestimateOffAxis

noncomputable section

variable {n : Type*} [Fintype n]

/-- The symmetric part `(A + Aᵀ)/2` of a hyperfine tensor. -/
def symPart (A : Matrix n n ℝ) : Matrix n n ℝ := (1 / 2 : ℝ) • (A + Aᵀ)

/-- The Euclidean length of a real vector. -/
def len (v : n → ℝ) : ℝ := √(v ⬝ᵥ v)

/-- The hyperfine coupling along a unit vector `u`: the length of `A u`. -/
def coupling (A : Matrix n n ℝ) (u : n → ℝ) : ℝ := len (A *ᵥ u)

/-- For this tensor and the first coordinate direction, the full coupling is 0 while the
symmetric part alone gives 1. -/
theorem overestimate_off_axis :
    coupling !![0, 2, 0; 0, 0, 0; 0, 0, 0] ![1, 0, 0] = 0 ∧
      coupling (symPart !![0, 2, 0; 0, 0, 0; 0, 0, 0]) ![1, 0, 0] = 1 := by
  constructor <;>
    norm_num [coupling, len, symPart, Matrix.mulVec, dotProduct, Fin.sum_univ_three]

end

end OverestimateOffAxis
```

Lean reports:

```
Main.lean:24:73: error: unsolved goals
case left
⊢ √(![0, 2, 0] 2 * ![1, 0, 0] 2 * (![0, 2, 0] 2 * ![1, 0, 0] 2) +
          ![0, 0, 0] 2 * ![1, 0, 0] 2 * (![0, 0, 0] 2 * ![1, 0, 0] 2) +
        (vecCons 0 (fun i => vecCons 0 (fun i => 0) i) 2 +
            vecCons (![0, 2, 0] 2) (fun i => vecCons (![0, 0, 0] 2) (fun i => ![0, 0, 0] 2) i) 2 * ![1, 0, 0] 2) *
          (vecCons 0 (fun i => vecCons 0 (fun i => 0) i) 2 +
            vecCons (![0, 2, 0] 2) (fun i => vecCons (![0, 0, 0] 2) (fun i => ![0, 0, 0] 2) i) 2 * ![1, 0, 0] 2)) =
    0

case right
⊢ 1 / 2 * (![0, 2, 0] 2 + vecCons 0 (fun i => vecCons 0 (fun i => 0) i) 2) * ![1, 0, 0] 2 *
          (1 / 2 * (![0, 2, 0] 2 + vecCons 0 (fun i => vecCons 0 (fun i => 0) i) 2) * ![1, 0, 0] 2) +
        (1 + 1 / 2 * (![0, 0, 0] 2 + vecCons 2 (fun i => vecCons 0 (fun i => 0) i) 2) * ![1, 0, 0] 2) *
          (1 + 1 / 2 * (![0, 0, 0] 2 + vecCons 2 (fun i => vecCons 0 (fun i => 0) i) 2) * ![1, 0, 0] 2) +
      (1 / 2 * (vecCons 0 (fun i => vecCons 0 (fun i => 0) i) 2 + ![0, 2, 0] 2) +
          1 / 2 *
              (vecCons (![0, 2, 0] 2) (fun i => vecCons (![0, 0, 0] 2) (fun i => ![0, 0, 0] 2) i) 2 +
                vecCons (![0, 2, 0] 2) (fun i => vecCons (![0, 0, 0] 2) (fun i => ![0, 0, 0] 2) i) 2) *
            ![1, 0, 0] 2) *
        (1 / 2 * (vecCons 0 (fun i => vecCons 0 (fun i => 0) i) 2 + ![0, 2, 0] 2) +
          1 / 2 *
              (vecCons (![0, 2, 0] 2) (fun i => vecCons (![0, 0, 0] 2) (fun i => ![0, 0, 0] 2) i) 2 +
                vecCons (![0, 2, 0] 2) (fun i => vecCons (![0, 0, 0] 2) (fun i => ![0, 0, 0] 2) i) 2) *
            ![1, 0, 0] 2) =
    1
```

Diagnosis. The message reports one unsolved goal for each half of the statement. Both goals are true, but they still contain unevaluated vector entries such as `![1, 0, 0] 2`, the third component, since indices start at 0. Entries at indices 0 and 1 have been computed; those at index 2 have not, so the arithmetic cannot finish.

The reason is a difference between the two tactics. Mathlib reads off an entry at a literal index such as 2 with a simplification procedure, `Matrix.cons_val`. `simp` runs such procedures by default, whereas `norm_num` uses the ordinary simp lemmas without them. Those lemmas cover indices 0 and 1, which is why only the third components were left.

The single change replaces `norm_num` with `simp`, keeping the same list of definitions and lemmas. The remaining entries are then evaluated, the expression under the first square root reduces to 0, the sum in the second goal reduces to 1, and both goals close.

Lean accepts the file once it reads:

```diff
@@ -24,5 +24,5 @@
       coupling (symPart !![0, 2, 0; 0, 0, 0; 0, 0, 0]) ![1, 0, 0] = 1 := by
   constructor <;>
-    norm_num [coupling, len, symPart, Matrix.mulVec, dotProduct, Fin.sum_univ_three]
+    simp [coupling, len, symPart, Matrix.mulVec, dotProduct, Fin.sum_univ_three]
 
 end
```
